# A continuous periodic field on the line has a periodic potential exactly when its cell integral vanishes

Take a uniform field $F$ on the line. Its potentials are $\varphi(x) = c - Fx$, and each falls by $FL$ over a length $L > 0$. The field repeats from cell to cell, but the potential does so only if $F = 0$. For a general periodic field, the cell integral takes the place of $FL$.

```lean
import Mathlib

open Function

namespace PeriodicPotentialMacroscopicField

noncomputable section
```

`Mathlib` is Lean's mathematical library. Opening `Function` makes its predicate `Periodic` available: `Periodic E L` means $E(x+L) = E(x)$ for every real $x$.

## Potential and macroscopic field

```lean
/-- `φ` is an electrostatic potential of the field `E` on the line: `φ` is differentiable
and `-φ' = E` at every point. -/
def IsPotential (φ E : ℝ → ℝ) : Prop :=
  ∀ x, HasDerivAt φ (-E x) x
```

`φ` and `E` are real functions of one real variable. `IsPotential φ E` is the statement that $\varphi$ is differentiable everywhere with $\varphi'(x) = -E(x)$, which fixes the sign convention of electrostatics.

```lean
/-- The macroscopic field: the average of `E` over the cell `[0, L]`, for `L ≠ 0`. -/
def macroscopicField (E : ℝ → ℝ) (L : ℝ) : ℝ :=
  (∫ t in (0 : ℝ)..L, E t) / L
```

This is the cell average,
$$\bar E = \frac{1}{L}\int_0^L E(t)\,dt .$$

## The drop across cells

```lean
/-- The potential difference between two points is minus the integral of the continuous
field between them. -/
theorem potential_difference {φ E : ℝ → ℝ} (hE : Continuous E) (h : IsPotential φ E)
    (a b : ℝ) : φ b - φ a = -(∫ t in a..b, E t) := by
  have hc : Continuous fun t => -E t := by fun_prop
  have key := intervalIntegral.integral_eq_sub_of_hasDerivAt
    (fun x _ => h x) (hc.intervalIntegrable a b)
  rw [intervalIntegral.integral_neg] at key
  exact key.symm
```

In a Lean theorem the hypotheses come first, the claim follows the colon, and the proof follows `:=`. Here $E$ is continuous, $\varphi$ is a potential of it, and the claim is
$$\varphi(b) - \varphi(a) = -\int_a^b E(t)\,dt .$$
This is the fundamental theorem of calculus applied to $\varphi' = -E$. Continuity makes the integrand integrable, and `integral_neg` takes the minus sign outside.

```lean
/-- For a continuous field of period `L`, the potential falls by the cell integral of the
field across one period, whatever the starting point. -/
theorem drop_across_cell {φ E : ℝ → ℝ} {L : ℝ} (hE : Continuous E) (hper : Periodic E L)
    (h : IsPotential φ E) (x : ℝ) :
    φ (x + L) = φ x - (∫ t in (0 : ℝ)..L, E t) := by
  have h1 := potential_difference hE h x (x + L)
  -- the integral over a period does not depend on where the period starts
  have h2 := hper.intervalIntegral_add_eq x 0
  rw [zero_add] at h2
  rw [h2] at h1
  linarith
```

Write $I = \int_0^L E(t)\,dt$. The claim is $\varphi(x+L) = \varphi(x) - I$ for every $x$. By the previous theorem the drop is $\int_x^{x+L} E$, which splits as
$$\int_x^{x+L} E = \int_x^0 E + \int_0^L E + \int_L^{x+L} E .$$
Periodicity turns the last term into $\int_0^x E$, which cancels the first and leaves $I$. Mathlib supplies this as `intervalIntegral_add_eq`, and `linarith` does the remaining linear algebra.

```lean
/-- For a continuous field of period `L`, the potential drop across `n` cells is `n` times
the cell integral of the field. -/
theorem drop_across_cells {φ E : ℝ → ℝ} {L : ℝ} (hE : Continuous E) (hper : Periodic E L)
    (h : IsPotential φ E) (x : ℝ) (n : ℕ) :
    φ (x + n * L) = φ x - n * (∫ t in (0 : ℝ)..L, E t) := by
  induction n with
  | zero => simp
  | succ n ih =>
    have step := drop_across_cell hE hper h (x + n * L)
    have e : x + ((n + 1 : ℕ) : ℝ) * L = x + n * L + L := by
      push_cast
      ring
    rw [e, step, ih]
    push_cast
    ring
```

Across $n$ cells, $\varphi(x+nL) = \varphi(x) - nI$. The proof is by induction. For $n=0$ both sides are $\varphi(x)$. For the next cell,
$$\varphi(x+nL+L) = \varphi(x+nL) - I = \varphi(x) - (n+1)I .$$

## When a periodic potential exists

```lean
/-- A continuous field of period `L` has a potential of period `L` if and only if its
integral over the cell `[0, L]` vanishes. -/
theorem periodic_potential_iff {E : ℝ → ℝ} {L : ℝ} (hE : Continuous E)
    (hper : Periodic E L) :
    (∃ φ, IsPotential φ E ∧ Periodic φ L) ↔ (∫ t in (0 : ℝ)..L, E t) = 0 := by
  constructor
  · rintro ⟨φ, h, hφ⟩
    have h1 := drop_across_cell hE hper h 0
    have h2 := hφ 0
    linarith
  · intro hI
    -- integrate the field from the origin
    have h : IsPotential (fun x => -(∫ t in (0 : ℝ)..x, E t)) E := fun x =>
      (hE.integral_hasStrictDerivAt 0 x).hasDerivAt.fun_neg
    refine ⟨_, h, fun x => ?_⟩
    have h1 := drop_across_cell hE hper h x
    rw [hI, sub_zero] at h1
    exact h1
```

The left side of `↔` says that some $\varphi$ is both a potential of $E$ and periodic; the right side says $I = 0$. The period may be any real number, so the physical case $L>0$ is included.

If $\varphi$ is periodic, then $\varphi(L) = \varphi(0)$, while the drop formula gives $\varphi(L) = \varphi(0) - I$. Hence $I=0$.

Conversely, let $I=0$ and set
$$\varphi(x) = -\int_0^x E(t)\,dt .$$
Since $E$ is continuous, $\varphi' = -E$. The drop formula then gives $\varphi(x+L) = \varphi(x) - 0$, so $\varphi$ is periodic. The two bullets in the proof are these two directions.

```lean
/-- If a continuous field of period `L` has a bounded potential, its integral over the
cell `[0, L]` vanishes. -/
theorem cell_integral_eq_zero_of_bounded {φ E : ℝ → ℝ} {L C : ℝ} (hE : Continuous E)
    (hper : Periodic E L) (h : IsPotential φ E) (hC : ∀ x, |φ x| ≤ C) :
    (∫ t in (0 : ℝ)..L, E t) = 0 := by
  by_contra hI
  have hpos : 0 < |∫ t in (0 : ℝ)..L, E t| := abs_pos.mpr hI
  -- choose enough cells for the accumulated drop to exceed the bound
  obtain ⟨n, hn⟩ := exists_nat_gt (2 * C / |∫ t in (0 : ℝ)..L, E t|)
  rw [div_lt_iff₀ hpos] at hn
  have h1 := drop_across_cells hE hper h 0 n
  have h2 : |φ 0 - φ (0 + n * L)| = n * |∫ t in (0 : ℝ)..L, E t| := by
    rw [h1, sub_sub_cancel, abs_mul, Nat.abs_cast]
  have b0 := abs_le.mp (hC 0)
  have bn := abs_le.mp (hC (0 + n * L))
  have h3 : |φ 0 - φ (0 + n * L)| ≤ 2 * C :=
    abs_le.mpr ⟨by linarith [b0.1, bn.2], by linarith [b0.2, bn.1]⟩
  linarith
```

Boundedness, $|\varphi(x)| \le C$ for all $x$, is already enough to force $I=0$. Suppose $I \neq 0$ and choose a natural number $n > 2C/|I|$. Then
$$|\varphi(0) - \varphi(nL)| = n|I| > 2C ,$$
but two values of size at most $C$ differ by at most $2C$, a contradiction.

## Separating the linear ramp

```lean
/-- Let `φ` be a potential of a continuous field of period `L ≠ 0`. Adding the linear
term `F x` to `φ` gives a function of period `L` exactly when `F` is the macroscopic field. -/
theorem periodic_add_linear_iff {φ E : ℝ → ℝ} {L : ℝ} (hL : L ≠ 0) (hE : Continuous E)
    (hper : Periodic E L) (h : IsPotential φ E) (F : ℝ) :
    Periodic (fun x => φ x + F * x) L ↔ F = macroscopicField E L := by
  unfold macroscopicField
  rw [eq_div_iff hL]
  constructor
  · intro hp
    have h1 : φ (0 + L) + F * (0 + L) = φ 0 + F * 0 := hp 0
    have h2 := drop_across_cell hE hper h 0
    linarith
  · intro hF x
    have h2 := drop_across_cell hE hper h x
    change φ (x + L) + F * (x + L) = φ x + F * x
    -- the linear term gains `F * L` per cell, which cancels the drop of `φ`
    linarith
```

For $L \neq 0$, put $g(x) = \varphi(x) + Fx$. Its change over a cell is
$$g(x+L) - g(x) = FL - I ,$$
which vanishes exactly when $F = I/L = \bar E$. Every potential of $E$ is therefore a periodic function minus the ramp $\bar E x$. In Lean, `eq_div_iff` rewrites $F = I/L$ as $FL = I$, and each direction follows from the drop formula.

In density functional perturbation theory, a longitudinal optical phonon in a polar crystal can carry a macroscopic field in the long-wavelength limit; in this one-dimensional model with a continuous, prescribed field, such a field sits in the ramp and not in the cell-periodic potential. The model has no phonons, dielectric response or self-consistency, so it gives no LO-TO frequency splitting. Continuity also excludes the field jumps at ideal charged sheets.

```lean
/-- A uniform field `F` has a potential of period `L ≠ 0` if and only if `F = 0`. -/
theorem uniform_field_periodic_potential_iff {L : ℝ} (hL : L ≠ 0) (F : ℝ) :
    (∃ φ, IsPotential φ (fun _ => F) ∧ Periodic φ L) ↔ F = 0 := by
  rw [periodic_potential_iff continuous_const (fun _ => rfl)]
  simp [hL]

end

end PeriodicPotentialMacroscopicField
```

This is the opening example. A constant field is periodic with any period, and its cell integral is $FL$. By the equivalence above, a periodic potential exists exactly when $FL = 0$, which for $L \neq 0$ means $F = 0$.

```lean
#print axioms PeriodicPotentialMacroscopicField.cell_integral_eq_zero_of_bounded
-- 'PeriodicPotentialMacroscopicField.cell_integral_eq_zero_of_bounded' depends on axioms: [propext, Classical.choice, Quot.sound]
#print axioms PeriodicPotentialMacroscopicField.periodic_add_linear_iff
-- 'PeriodicPotentialMacroscopicField.periodic_add_linear_iff' depends on axioms: [propext, Classical.choice, Quot.sound]
#print axioms PeriodicPotentialMacroscopicField.uniform_field_periodic_potential_iff
-- 'PeriodicPotentialMacroscopicField.uniform_field_periodic_potential_iff' depends on axioms: [propext, Classical.choice, Quot.sound]
```
